# Subtracting a positive semidefinite $QAQ$ from the Fock operator keeps the occupied orbitals and raises no virtual level

After a converged Hartree–Fock calculation, one can rediagonalise the virtual block of a modified Fock matrix and keep the occupied orbitals as they are. This gives virtual orbitals for an excited-state calculation in which the excited electron no longer feels the repulsion of the electron it replaces. The step is safe if the modification leaves the occupied orbitals alone, and the theorems below show this for a fixed Fock operator $F$ in a finite orbital basis. They also show that no ordered virtual level goes up.

Let $P$ be the projector on the occupied orbitals, $Q=1-P$, and $A$ a positive semidefinite operator. The modified operator is $F'=F-QAQ$. A typical $A$ is the Coulomb minus exchange operator of one occupied spin orbital, which stands for the repulsion to be removed. Here its positivity is assumed.

## Operators, virtual space and canonical orbitals

```lean
import Mathlib

open Module

namespace ImprovedVirtualOrbitals

noncomputable section

variable {E : Type*} [NormedAddCommGroup E] [InnerProductSpace ℂ E] {m : ℕ}
```

`E` is the orbital space, a complex inner product space, and `m` will be the number of virtual orbitals. The inner product `inner ℂ x y` is $\langle x,y\rangle$, conjugate-linear in the first slot as in Dirac notation.

```lean
/-- The improved Fock operator `F - Q A Q`, with `Q = 1 - P`. -/
def improvedFock (F P A : End ℂ E) : End ℂ E := F - (1 - P) * A * (1 - P)
```

`End ℂ E` is the type of linear operators on `E`, and `*` is their composition. The definition is $F'=F-(1-P)A(1-P)$ for any three operators; Hermiticity and the like enter later as hypotheses.

```lean
/-- The virtual space: all orbitals annihilated by the occupied projector `P`. -/
abbrev virtualSpace (P : End ℂ E) : Submodule ℂ E := LinearMap.ker P
```

A virtual orbital is a vector with $Px=0$.

```lean
/-- The orthonormal basis `b` of the orbital subspace `V` consists of eigenvectors of `F`,
with orbital energies `ε` in increasing order. -/
def IsCanonical (F : End ℂ E) {V : Submodule ℂ E} (b : OrthonormalBasis (Fin m) ℂ V)
    (ε : Fin m → ℝ) : Prop :=
  Monotone ε ∧ ∀ i, F (b i : E) = (ε i : ℂ) • (b i : E)
```

Here $b_i$ is an orthonormal basis of a subspace $V$, with $Fb_i=\varepsilon_i b_i$. The index $i$ runs from $0$ to $m-1$, the energies are real, and `Monotone ε` puts them in increasing order, with degenerate levels repeated.

## Comparing ordered levels

```lean
/-- If `F` has canonical orbitals `b` on `V`, then for `x` in `V` the real part of `⟨x, F x⟩` is the
sum of the orbital energies weighted by the squared moduli of the coefficients of `x`. -/
theorem expectation_eq_sum {F : End ℂ E} {V : Submodule ℂ E}
    {b : OrthonormalBasis (Fin m) ℂ V} {ε : Fin m → ℝ} (h : IsCanonical F b ε) (x : V) :
    (inner ℂ (x : E) (F x)).re = ∑ i, ε i * ‖b.repr x i‖ ^ 2 := by
  have hx : (x : E) = ∑ i, b.repr x i • (b i : E) := by
    have h0 : V.subtype (∑ i, b.repr x i • b i) = V.subtype x := by rw [b.sum_repr]
    rw [map_sum] at h0
    simpa only [map_smul, Submodule.subtype_apply] using h0.symm
  have hFx : F (x : E) = ∑ i, b.repr x i • ((ε i : ℂ) • (b i : E)) :=
    (congrArg F hx).trans (by simp only [map_sum, map_smul, h.2])
  rw [hFx, inner_sum, Complex.re_sum]
  refine Finset.sum_congr rfl fun i _ => ?_
  have hc : inner ℂ (x : E) (b i : E) = starRingEnd ℂ (b.repr x i) := by
    have h1 : inner ℂ (x : E) (b i : E) = inner ℂ x (b i) := rfl
    rw [h1, b.repr_apply_apply, inner_conj_symm]
  rw [inner_smul_right, inner_smul_right, hc, Complex.sq_norm, Complex.normSq_apply]
  simp only [Complex.mul_re, Complex.mul_im, Complex.conj_re, Complex.conj_im,
    Complex.ofReal_re, Complex.ofReal_im]
  ring
```

A Lean theorem lists its hypotheses, then after the colon its claim, and after `:=` the proof. This one says that for $x\in V$ with coefficients $c_i=\langle b_i,x\rangle$, written `b.repr x i`,
$$\mathrm{Re}\,\langle x,Fx\rangle=\sum_i\varepsilon_i|c_i|^2 .$$
By hand, $x=\sum_i c_ib_i$ (`hx`) gives $Fx=\sum_i c_i\varepsilon_ib_i$ (`hFx`). Since $\langle x,b_i\rangle=\overline{c_i}$ (`hc`), each term of $\langle x,Fx\rangle$ is $\varepsilon_i|c_i|^2$. The vector need not be normalised; the energy expectation value is this sum divided by $\|x\|^2$.

```lean
/-- Let `F` and `G` both have canonical orbitals on `V`. If `Re ⟨x, G x⟩` is at most
`Re ⟨x, F x⟩ + c ‖x‖ ^ 2` for all `x` in `V`, then each ordered level of `G` on `V` is at most the
corresponding level of `F` plus `c`. -/
theorem level_comparison {F G : End ℂ E} {V : Submodule ℂ E}
    {b b' : OrthonormalBasis (Fin m) ℂ V} {ε ε' : Fin m → ℝ}
    (hb : IsCanonical F b ε) (hb' : IsCanonical G b' ε') (c : ℝ)
    (h : ∀ x ∈ V, (inner ℂ x (G x)).re ≤ (inner ℂ x (F x)).re + c * ‖x‖ ^ 2) (k : Fin m) :
    ε' k ≤ ε k + c := by
  -- m - 1 linear conditions: no `b` component above k, no `b'` component below k
  let L : V →ₗ[ℂ] ({i : Fin m // i ≠ k} → ℂ) := LinearMap.pi fun i =>
    if k < i.1 then b.toBasis.coord i.1 else b'.toBasis.coord i.1
  have hex : ∃ x : V, x ≠ 0 ∧ L x = 0 := by
    by_contra hno
    have hinj : Function.Injective L := (injective_iff_map_eq_zero L).2
      fun x hx => by_contra fun h0 => hno ⟨x, h0, hx⟩
    have h1 := LinearMap.finrank_le_finrank_of_injective hinj
    have h2 : finrank ℂ V = m := by
      rw [finrank_eq_card_basis b.toBasis, Fintype.card_fin]
    have h3 : Fintype.card {i : Fin m // i ≠ k} < Fintype.card (Fin m) :=
      Fintype.card_subtype_lt (x := k) (fun h0 => h0 rfl)
    rw [Fintype.card_fin] at h3
    rw [h2, finrank_fintype_fun_eq_card] at h1
    omega
  obtain ⟨x, hx0, hLx⟩ := hex
  have hhigh : ∀ i, k < i → b.repr x i = 0 := fun i hi => by
    have h0 := congrFun hLx ⟨i, hi.ne'⟩
    simpa [L, hi] using h0
  have hlow : ∀ i, i < k → b'.repr x i = 0 := fun i hi => by
    have h0 := congrFun hLx ⟨i, hi.ne⟩
    simpa [L, not_lt_of_ge hi.le] using h0
  have hn (d : OrthonormalBasis (Fin m) ℂ V) : ‖x‖ ^ 2 = ∑ i, ‖d.repr x i‖ ^ 2 := by
    rw [← d.repr.norm_map x, EuclideanSpace.norm_sq_eq]
  have hup : (inner ℂ (x : E) (F x)).re ≤ ε k * ‖x‖ ^ 2 := by
    rw [expectation_eq_sum hb, hn b, Finset.mul_sum]
    refine Finset.sum_le_sum fun i _ => ?_
    by_cases hi : k < i
    · simp [hhigh i hi]
    · exact mul_le_mul_of_nonneg_right (hb.1 (not_lt.1 hi)) (sq_nonneg _)
  have hdown : ε' k * ‖x‖ ^ 2 ≤ (inner ℂ (x : E) (G x)).re := by
    rw [expectation_eq_sum hb', hn b', Finset.mul_sum]
    refine Finset.sum_le_sum fun i _ => ?_
    by_cases hi : i < k
    · simp [hlow i hi]
    · exact mul_le_mul_of_nonneg_right (hb'.1 (not_lt.1 hi)) (sq_nonneg _)
  have hG : (inner ℂ (x : E) (G x)).re ≤ (inner ℂ (x : E) (F x)).re + c * ‖x‖ ^ 2 :=
    h x x.2
  have hpos : 0 < ‖x‖ ^ 2 := pow_pos (norm_pos_iff.2 hx0) 2
  exact le_of_mul_le_mul_right (by linarith) hpos
```

Let $F$ have canonical orbitals $b_i$ with levels $\varepsilon_i$ on $V$, and let $G$ have $b'_i$ with $\varepsilon'_i$. If $\mathrm{Re}\langle x,Gx\rangle\le\mathrm{Re}\langle x,Fx\rangle+c\|x\|^2$ on all of $V$, then $\varepsilon'_k\le\varepsilon_k+c$ for every $k$.

For the argument, fix $k$ and look for a non-zero $x\in V$ with
$$\langle b_i,x\rangle=0\ \ (i>k),\qquad \langle b'_i,x\rangle=0\ \ (i<k).$$
These are $m-1$ linear conditions in a space of dimension $m$, so such an $x$ exists. It contains only $F$-levels up to $\varepsilon_k$ and only $G$-levels from $\varepsilon'_k$ upwards. Hence
$$\varepsilon'_k\|x\|^2\le\mathrm{Re}\langle x,Gx\rangle\le\mathrm{Re}\langle x,Fx\rangle+c\|x\|^2\le(\varepsilon_k+c)\|x\|^2,$$
and division by $\|x\|^2>0$ gives the claim.

In the code, `L` collects the conditions into one linear map. The step `hex` finds $x$ by contradiction: if only $0$ satisfied them, `L` would be injective and $m\le m-1$ would follow. Then `hhigh` and `hlow` read off the vanishing coefficients, `hup` and `hdown` are the outer inequalities of the chain, and `linarith` joins them.

The constant $c$ may be negative. The same argument would therefore show that if $\langle x,Ax\rangle\ge a_0\|x\|^2$ on the virtual space, every ordered virtual level drops by at least $a_0$.

## Virtual orbitals exist and feel the full lowering

```lean
/-- On a finite-dimensional orbital space, a symmetric operator commuting with `P` has canonical
orbitals on the virtual space. -/
theorem exists_canonical [FiniteDimensional ℂ E] {F P : End ℂ E} (hF : F.IsSymmetric)
    (hPF : P * F = F * P) (hm : finrank ℂ (virtualSpace P) = m) :
    ∃ (b : OrthonormalBasis (Fin m) ℂ (virtualSpace P)) (ε : Fin m → ℝ),
      IsCanonical F b ε := by
  have hV : ∀ x ∈ virtualSpace P, F x ∈ virtualSpace P := fun x hx => by
    have h0 : P (F x) = F (P x) := LinearMap.congr_fun hPF x
    rw [LinearMap.mem_ker] at hx ⊢
    rw [h0, hx, map_zero]
  have hT : (F.restrict hV).IsSymmetric := fun x y => hF x y
  -- diagonalise on the virtual space, then sort the energies
  refine ⟨(hT.eigenvectorBasis hm).reindex (Tuple.sort (hT.eigenvalues hm)).symm,
    hT.eigenvalues hm ∘ Tuple.sort (hT.eigenvalues hm), Tuple.monotone_sort _, fun i => ?_⟩
  have h := congrArg Subtype.val
    (hT.apply_eigenvectorBasis hm (Tuple.sort (hT.eigenvalues hm) i))
  rw [OrthonormalBasis.reindex_apply, Equiv.symm_symm]
  exact h
```

If $F$ is Hermitian (`IsSymmetric`) and commutes with $P$, then $Px=0$ implies $PFx=FPx=0$, so $F$ maps the virtual space into itself. This is `hV`. The restriction of $F$ is again Hermitian (`hT`), so the spectral theorem supplies an orthonormal eigenbasis, and `Tuple.sort` puts the energies in order. The spectral theorem used here needs the orbital space to be finite-dimensional, which is the hypothesis `[FiniteDimensional ℂ E]`, and `hm` says that the virtual space has dimension $m$.

```lean
/-- For a symmetric `P`, the improvement lowers the expectation value in a virtual orbital
by exactly the expectation value of `A`. -/
theorem expectation_improved {F P A : End ℂ E} (hP : P.IsSymmetric) {x : E}
    (hx : P x = 0) :
    (inner ℂ x (improvedFock F P A x)).re = (inner ℂ x (F x)).re - (inner ℂ x (A x)).re := by
  have hQ : improvedFock F P A x = F x - (A x - P (A x)) := by simp [improvedFock, hx]
  rw [hQ, inner_sub_right, inner_sub_right, ← hP x (A x), hx, inner_zero_left, sub_zero,
    Complex.sub_re]
```

For a virtual $x$ we have $Qx=x$, so $F'x=Fx-Ax+PAx$. The last term does not contribute, because $\langle x,PAx\rangle=\langle Px,Ax\rangle=0$. What remains is
$$\mathrm{Re}\langle x,F'x\rangle=\mathrm{Re}\langle x,Fx\rangle-\mathrm{Re}\langle x,Ax\rangle .$$
The step `hQ` is the formula for $F'x$, and the rewriting with `hP` moves $P$ to the left slot.

## Occupied orbitals stay, virtual levels do not rise

```lean
/-- On a finite-dimensional orbital space, let a symmetric `F` commute with the orthogonal projector
`P`, and let `A` be positive semidefinite. Then `F - QAQ` acts as `F` on occupied orbitals and
commutes with `P`; both operators have canonical virtual orbitals, and no ordered virtual level is
raised. -/
theorem improved_virtual_orbitals [FiniteDimensional ℂ E] {F P A : End ℂ E}
    (hF : F.IsSymmetric) (hP : P.IsSymmetric) (hPP : P * P = P) (hPF : P * F = F * P)
    (hA : A.IsSymmetric) (hA0 : ∀ x, 0 ≤ (inner ℂ x (A x)).re)
    (hm : finrank ℂ (virtualSpace P) = m) :
    improvedFock F P A * P = F * P ∧
    P * improvedFock F P A = improvedFock F P A * P ∧
    (∃ (b : OrthonormalBasis (Fin m) ℂ (virtualSpace P)) (ε : Fin m → ℝ),
      IsCanonical F b ε) ∧
    (∃ (b : OrthonormalBasis (Fin m) ℂ (virtualSpace P)) (ε : Fin m → ℝ),
      IsCanonical (improvedFock F P A) b ε) ∧
    ∀ (b b' : OrthonormalBasis (Fin m) ℂ (virtualSpace P)) (ε ε' : Fin m → ℝ),
      IsCanonical F b ε → IsCanonical (improvedFock F P A) b' ε' → ∀ k, ε' k ≤ ε k := by
  have hQP : (1 - P) * P = 0 := by rw [sub_mul, one_mul, hPP, sub_self]
  have hPQ : P * (1 - P) = 0 := by rw [mul_sub, mul_one, hPP, sub_self]
  have h1 : improvedFock F P A * P = F * P := by
    rw [improvedFock, sub_mul, mul_assoc _ (1 - P) P, hQP, mul_zero, sub_zero]
  have h2 : P * improvedFock F P A = improvedFock F P A * P := by
    rw [h1, improvedFock, mul_sub, ← mul_assoc, ← mul_assoc, hPQ, zero_mul, zero_mul,
      sub_zero, hPF]
  have hQ : ∀ x y, inner ℂ ((1 - P) x) y = inner ℂ x ((1 - P) y) := fun x y => by
    simp [hP x y]
  have hS : (improvedFock F P A).IsSymmetric := fun x y => by
    change inner ℂ (F x - (1 - P) (A ((1 - P) x))) y
      = inner ℂ x (F y - (1 - P) (A ((1 - P) y)))
    rw [inner_sub_left, inner_sub_right, hF x y, hQ, hA _ _, hQ]
  refine ⟨h1, h2, exists_canonical hF hPF hm, exists_canonical hS h2 hm, ?_⟩
  intro b b' ε ε' hb hb' k
  have h := level_comparison hb hb' 0 (fun x hx => by
    rw [expectation_improved hP (LinearMap.mem_ker.1 hx)]
    linarith [hA0 x]) k
  linarith
```

The hypotheses say that $F$ is Hermitian, $P$ is an orthogonal projector commuting with $F$, and $A$ is Hermitian with non-negative expectation values. The claim has five parts, joined by `∧`:

1. $F'P=FP$.
2. $F'$ commutes with $P$.
3. $F$ has canonical virtual orbitals.
4. $F'$ has canonical virtual orbitals.
5. For any choice of both sets, $\varepsilon'_k\le\varepsilon_k$ for every $k$.

From $P^2=P$ we get $QP=PQ=0$. Therefore $F'P=FP-QAQP=FP$ (`h1`), and $PF'=PF-PQAQ=PF=FP=F'P$ (`h2`). Since $Q$ is Hermitian, so is $F'$ (`hS`), and the existence theorem applies to both operators. On virtual vectors the expectation value falls by that of $A$, which is non-negative, so the level comparison with $c=0$ gives the ordering.

The occupied orbitals thus keep their energies, and the determinant built from them is the same as before. The operator $F$ is given and not built from its orbitals, so self-consistency is not part of the statement. Nor does it say that the occupied levels are still the lowest ones.

With a single virtual orbital $v$, normalised, there are no conditions to impose in the level comparison, and the level simply moves from $\varepsilon_0$ to $\varepsilon_0-\langle v,Av\rangle$.

## When the occupied levels remain lowest

```lean
/-- Let `P` be symmetric, let `F` and `F - QAQ` both have canonical orbitals on the virtual space,
and let `Re ⟨x, A x⟩` be at most `a ‖x‖ ^ 2` for all `x`. If every occupied level of `F` lies more
than `a` below every virtual level, then every occupied level of `F - QAQ` lies below every virtual
level. -/
theorem aufbau_preserved {F P A : End ℂ E} (hP : P.IsSymmetric) {a : ℝ}
    (hAa : ∀ x, (inner ℂ x (A x)).re ≤ a * ‖x‖ ^ 2)
    {b b' : OrthonormalBasis (Fin m) ℂ (virtualSpace P)} {ε ε' : Fin m → ℝ}
    (hb : IsCanonical F b ε) (hb' : IsCanonical (improvedFock F P A) b' ε')
    (hgap : ∀ (x : E) (μ : ℝ), x ≠ 0 → P x = x → F x = (μ : ℂ) • x → ∀ k, μ + a < ε k)
    (x : E) (μ : ℝ) (hx0 : x ≠ 0) (hx : P x = x)
    (hμ : improvedFock F P A x = (μ : ℂ) • x) (k : Fin m) : μ < ε' k := by
  have hFx : improvedFock F P A x = F x := by simp [improvedFock, hx]
  -- a virtual level drops by at most a
  have h := level_comparison hb' hb a (fun y hy => by
    rw [expectation_improved hP (LinearMap.mem_ker.1 hy)]
    linarith [hAa y]) k
  linarith [hgap x μ hx0 hx (hFx ▸ hμ) k]
```

Suppose $\langle x,Ax\rangle\le a\|x\|^2$, so that $a$ bounds the strength of the removed repulsion. The hypothesis `hgap` asks that every occupied level $\mu$ of $F$ satisfy $\mu+a<\varepsilon_k$ for all $k$: the gap between occupied and virtual levels exceeds $a$. Then every occupied level of $F'$ lies below every virtual level of $F'$.

An occupied eigenvector has $Px=x$, hence $F'x=Fx$ (`hFx`) and $\mu$ is unchanged. The level comparison, now with $F'$ in the first role, $F$ in the second and $c=a$, gives $\varepsilon_k\le\varepsilon'_k+a$. Together, $\mu<\varepsilon_k-a\le\varepsilon'_k$. Under this gap condition, filling the lowest levels of $F'$ selects the original determinant.

## Two orbitals whose order is inverted

```lean
/-- The operator on a two-orbital space given by a 2 by 2 matrix. -/
def matOp (M : Matrix (Fin 2) (Fin 2) ℂ) : End ℂ (EuclideanSpace ℂ (Fin 2)) where
  toFun x := WithLp.toLp 2 (M.mulVec x.ofLp)
  map_add' x y := by
    ext i
    fin_cases i <;> simp [Matrix.mulVec, dotProduct, Fin.sum_univ_two] <;> ring
  map_smul' c x := by
    ext i
    fin_cases i <;> simp [Matrix.mulVec, dotProduct, Fin.sum_univ_two] <;> ring
```

`matOp` turns a $2\times2$ matrix into an operator on $\mathbb C^2$. The two proof fields check linearity component by component.

```lean
/-- The components of a two-orbital vector after the action of a matrix. -/
theorem matOp_apply (M : Matrix (Fin 2) (Fin 2) ℂ) (x : EuclideanSpace ℂ (Fin 2))
    (i : Fin 2) : matOp M x i = M i 0 * x 0 + M i 1 * x 1 := by
  fin_cases i <;> simp [matOp]
```

This is the usual rule $(Mx)_i=M_{i0}x_0+M_{i1}x_1$, used to compute the example.

```lean
/-- Two orbitals with `F = diag(0, 1)`, `P = diag(1, 0)` and all entries of `A` equal to 2 meet the
hypotheses on `F`, `P`, `A` of the main theorem. The occupied level of `F - QAQ` is 0, and the
virtual level moves from 1 for `F` to -1 for `F - QAQ`. -/
theorem improved_virtual_orbitals_witness :
    let F := matOp !![0, 0; 0, 1]
    let P := matOp !![1, 0; 0, 0]
    let A := matOp !![2, 2; 2, 2]
    F.IsSymmetric ∧ P.IsSymmetric ∧ P * P = P ∧ P * F = F * P ∧ A.IsSymmetric ∧
    (∀ x, 0 ≤ (inner ℂ x (A x)).re) ∧
    P !₂[1, 0] = !₂[1, 0] ∧ improvedFock F P A !₂[1, 0] = 0 ∧
    P !₂[0, 1] = 0 ∧ F !₂[0, 1] = !₂[0, 1] ∧
    improvedFock F P A !₂[0, 1] = -!₂[0, 1] := by
  intro F P A
  refine ⟨fun x y => ?_, fun x y => ?_, LinearMap.ext fun x => ?_, LinearMap.ext fun x => ?_,
    fun x y => ?_, fun x => ?_, ?_, ?_, ?_, ?_, ?_⟩
  · simp [F, PiLp.inner_apply, Fin.sum_univ_two, matOp_apply]
  · simp [P, PiLp.inner_apply, Fin.sum_univ_two, matOp_apply]
  · ext i; fin_cases i <;> simp [P, matOp_apply]
  · ext i; fin_cases i <;> simp [P, F, matOp_apply]
  · have h2 : starRingEnd ℂ 2 = 2 := by apply Complex.ext <;> simp
    simp [A, PiLp.inner_apply, Fin.sum_univ_two, matOp_apply]
    linear_combination
      (y 0 + y 1) * (starRingEnd ℂ (x 0) + starRingEnd ℂ (x 1)) * h2
  · -- ⟨x, A x⟩ is twice the squared modulus of the sum of components
    simp [A, PiLp.inner_apply, Fin.sum_univ_two, matOp_apply]
    nlinarith [sq_nonneg ((x 0).re + (x 1).re), sq_nonneg ((x 0).im + (x 1).im)]
  · ext i; fin_cases i <;> simp [P, matOp_apply]
  · ext i; fin_cases i <;> simp [improvedFock, F, P, A, matOp_apply]
  · ext i; fin_cases i <;> simp [P, matOp_apply]
  · ext i; fin_cases i <;> simp [F, matOp_apply]
  · ext i; fin_cases i <;> norm_num [improvedFock, F, P, A, matOp_apply]

end

end ImprovedVirtualOrbitals
```

The example takes
$$F=\begin{pmatrix}0&0\\0&1\end{pmatrix},\quad P=\begin{pmatrix}1&0\\0&0\end{pmatrix},\quad A=\begin{pmatrix}2&2\\2&2\end{pmatrix}.$$
All are Hermitian, $P$ is a projector commuting with $F$, and $\langle x,Ax\rangle=2|x_0+x_1|^2\ge0$. This $A$ is a mathematical test case and not the Coulomb minus exchange operator of the occupied spin orbital, which would send that orbital to zero. Only the virtual diagonal element of $A$ survives in $QAQ$, so $F'=\mathrm{diag}(0,-1)$. The occupied level stays at $0$ while the virtual level moves from $1$ to $-1$. The occupied orbital is untouched, yet refilling from the lowest level of $F'$ would choose the other orbital. The projectors matter too: $F-A$ without them sends $(1,0)$ to $(-2,-2)$ and mixes the two spaces.

The proof treats the listed properties one by one, mostly by writing out components with `simp`; `nlinarith` supplies the positivity of $A$ from two squares.

```lean
#print axioms ImprovedVirtualOrbitals.improved_virtual_orbitals
#print axioms ImprovedVirtualOrbitals.aufbau_preserved
```

```
'ImprovedVirtualOrbitals.improved_virtual_orbitals' depends on axioms: [propext, Classical.choice, Quot.sound]
'ImprovedVirtualOrbitals.aufbau_preserved' depends on axioms: [propext, Classical.choice, Quot.sound]
```
